# The Classical Harmonic Entropy Never Falls When a Spring Is Cut and the Crystal Stays Stable

Suppose the vibrational entropy of a broken bond is estimated to first order in the stiffness of the lost spring, with the force constants of the intact crystal held fixed. The estimate grows linearly with the stiffness and stays finite, even when the crystal without the spring has gone soft and its harmonic entropy diverges. The error therefore grows without bound as the crystal without the spring approaches the limit of its stability. For a single spring in a finite harmonic crystal, the exact entropy change is as cheap to write down as the first-order one, and it shows where stability ends.

## The load of a spring and the entropy of its removal

Let $x$ collect the displacements of a crystal from equilibrium, and let its potential energy be $\tfrac12\langle x, Dx\rangle$, with $D$ a real symmetric positive definite matrix of force constants. A spring of stiffness $k>0$ contributes $\tfrac12 k\langle b,x\rangle^2$, where the bond vector $b$ turns displacements into the extension of the spring. For a bond between two atoms, $b$ carries the unit bond direction on one atom, its negative on the other, and zeros elsewhere. Removing the spring leaves

$$D' = D - k\,b b^T .$$

Write $y = D^{-1}b$ for the static response of the intact crystal to a unit force along $b$, and define the load

$$l = k\langle b, D^{-1}b\rangle = k\langle b,y\rangle .$$

A unit force along $b$ stretches the spring by $\langle b,y\rangle$, so the spring pulls back with force $l$. The load is therefore the share of the applied force that this spring carries.

The claim is that if $D'$ is also positive definite, then $0\le l<1$, and the entropy $S=-\tfrac12\log\det D$, in units of $k_B$ and up to a constant, changes by

$$S' - S = -\tfrac12\log(1-l)\ \ge 0 .$$

**The determinant.** Since $Dy=b$, the cut crystal factors as $D' = D(1 - k\,y b^T)$. The second factor has the form $1+ub^T$ with $u=-ky$. If $b\neq0$, choose a basis whose last vector $v$ satisfies $\langle b,v\rangle=1$ and whose other vectors are orthogonal to $b$. The map $1+ub^T$ fixes those other vectors and sends $v$ to $v+u$, whose component along $v$ is $1+\langle b,u\rangle$. Its matrix is triangular, with determinant $1+\langle b,u\rangle$. For $b=0$ the formula is immediate. Hence

$$\det D' = \det D\,(1-l).$$

**The range of the load.** For $b\ne0$ the response $y$ is nonzero, and $\langle b,D^{-1}b\rangle=\langle y,Dy\rangle>0$. So $l\ge0$, with equality only for $b=0$. If $D'$ is positive definite, both determinants are positive, which forces $1-l>0$.

**The entropy.** Taking logarithms of the product gives $S'-S=-\tfrac12\log(1-l)$. Because $\log z\le z-1$ for $z>0$, setting $z=1-l$ gives

$$S'-S\ \ge\ \tfrac{l}{2}\ \ge 0 .$$

The bound $l/2$ is the first-order estimate, which thus never exceeds the true gain. If the gain is zero then $l=0$, and so $b=0$.

**Stability from the load.** The condition $l<1$ is also sufficient for $D'$ to be positive definite. The matrix $D'$ is symmetric. For any $x$ and any real $t$,

$$\langle x-ty,\,D(x-ty)\rangle = \langle x,Dx\rangle - 2t\langle b,x\rangle + t^2\langle b,y\rangle .$$

The left side is nonnegative. Choosing $t=k\langle b,x\rangle$ turns this into

$$0\le \langle x,Dx\rangle - 2k\langle b,x\rangle^2 + k\langle b,x\rangle^2\, l ,$$

and therefore

$$\langle x,D'x\rangle=\langle x,Dx\rangle-k\langle b,x\rangle^2\ \ge\ k\langle b,x\rangle^2(1-l).$$

If $\langle b,x\rangle\neq0$, the right side is positive. If $\langle b,x\rangle=0$ and $x\ne0$, then $\langle x,D'x\rangle=\langle x,Dx\rangle>0$.

The displacement that fails first is $y$ itself, since

$$D'y = b - k\langle b,y\rangle b = (1-l)\,b .$$

At $l=1$ it costs no force.

A single coordinate held by two springs $k$ and $k'$ shows the whole pattern. With $D=k+k'$ and $b=1$, the load is $k/(k+k')$, and cutting $k$ raises the entropy by $\tfrac12\log\big((k+k')/k'\big)$.

## Force constants, bonds and entropy in Lean

The coordinates are indexed by an arbitrary finite type `n`. Nothing is assumed about the dimension of space or the arrangement of the atoms.

```lean
import Mathlib

open Matrix

namespace SpringCutEntropy

noncomputable section

variable {n : Type*} [Fintype n] [DecidableEq n]
```

The cut crystal is the difference of two matrices. The expression `vecMulVec b b` is the outer product $bb^T$.

```lean
/-- The force-constant matrix after a spring of stiffness `k` along the bond vector `b`
is removed from the crystal `D`. -/
def cutSpring (D : Matrix n n ℝ) (k : ℝ) (b : n → ℝ) : Matrix n n ℝ :=
  D - k • vecMulVec b b
```

The load uses `⬝ᵥ` for the dot product and `*ᵥ` for a matrix acting on a vector.

```lean
/-- The load of the spring: its stiffness times the static compliance `⟨b, D⁻¹ b⟩` of the
intact crystal along the bond. -/
def springLoad (D : Matrix n n ℝ) (k : ℝ) (b : n → ℝ) : ℝ :=
  k * (b ⬝ᵥ D⁻¹ *ᵥ b)
```

The entropy keeps only the term that depends on the force constants. The omitted classical terms contain the temperature, the masses and the number of coordinates, and they cancel when the same atoms are compared at the same temperature. The unit in which force constants are measured cancels in the same way.

```lean
/-- The part of the classical harmonic entropy, in units of the Boltzmann constant, that
depends on the force constants. -/
def harmonicEntropy (D : Matrix n n ℝ) : ℝ :=
  -(1 / 2) * Real.log D.det
```

Positive definiteness, `PosDef`, includes symmetry for real matrices and stands for mechanical stability: every nonzero displacement costs energy. A free periodic supercell does not satisfy it, because uniform translations cost nothing. The matrix $D$ must therefore be read as the force constants after those modes have been removed, for instance by holding one atom fixed.

## Forces and the determinant after the cut

The first lemma says that $D'x=Dx-k\langle b,x\rangle b$. Its proof compares components and rearranges the finite sums.

```lean
omit [DecidableEq n] in
/-- The restoring force of the cut crystal is that of the intact crystal minus the force
of the removed spring. -/
theorem cutSpring_force (D : Matrix n n ℝ) (k : ℝ) (b x : n → ℝ) :
    cutSpring D k b *ᵥ x = D *ᵥ x - (k * (b ⬝ᵥ x)) • b := by
  ext i
  simp only [cutSpring, mulVec, dotProduct, Matrix.sub_apply, Matrix.smul_apply,
    vecMulVec_apply, smul_eq_mul, Pi.sub_apply, Pi.smul_apply, sub_mul,
    Finset.sum_sub_distrib, Finset.mul_sum, Finset.sum_mul]
  congr 1
  exact Finset.sum_congr rfl fun j _ => by ring
```

The determinant formula needs only an invertible $D$, expressed by `IsUnit D.det`. The intermediate statement `hfac` is the factorisation $D'=D(1-k\,yb^T)$. Mathlib's lemma `det_one_add_replicateCol_mul_replicateRow` then supplies the determinant of the identity plus an outer product, which the hand derivation obtained from a triangular matrix.

```lean
/-- If `D` is invertible, cutting the spring multiplies its determinant by one minus the load. -/
theorem det_cutSpring {D : Matrix n n ℝ} (hD : IsUnit D.det) (k : ℝ) (b : n → ℝ) :
    (cutSpring D k b).det = D.det * (1 - springLoad D k b) := by
  -- factor out the intact crystal
  have hfac : cutSpring D k b = D * (1 + vecMulVec (-(k • (D⁻¹ *ᵥ b))) b) := by
    rw [Matrix.mul_add, mul_one, Matrix.mul_vecMulVec, mulVec_neg, mulVec_smul,
      mulVec_mulVec, mul_nonsing_inv _ hD, one_mulVec]
    ext i j
    simp only [cutSpring, Matrix.sub_apply, Matrix.add_apply, Matrix.smul_apply,
      vecMulVec_apply, Pi.neg_apply, Pi.smul_apply, smul_eq_mul]
    ring
  rw [hfac, det_mul, vecMulVec_eq Unit, det_one_add_replicateCol_mul_replicateRow,
    springLoad, dotProduct_neg, dotProduct_smul, smul_eq_mul, ← sub_eq_add_neg]
```

The response identity $D'y=(1-l)b$ follows by putting $x=D^{-1}b$ into the force lemma and using $DD^{-1}=1$.

```lean
/-- If `D` is invertible, the displacement `D⁻¹ b` of the cut crystal meets the restoring force `b`
scaled by one minus the load. -/
theorem cutSpring_response {D : Matrix n n ℝ} (hD : IsUnit D.det) (k : ℝ) (b : n → ℝ) :
    cutSpring D k b *ᵥ (D⁻¹ *ᵥ b) = (1 - springLoad D k b) • b := by
  rw [cutSpring_force, mulVec_mulVec, mul_nonsing_inv _ hD, one_mulVec, sub_smul, one_smul,
    springLoad]
```

## When the cut crystal is stable

The sign of the load comes from the positive definiteness of the inverse matrix, `hD.inv`. The proof separates $b=0$, where the load vanishes, from $b\neq0$, where it is strictly positive.

```lean
/-- In a stable crystal the load of a spring is nonnegative, and it is zero exactly for a vanishing
bond vector. -/
theorem springLoad_nonneg {D : Matrix n n ℝ} (hD : D.PosDef) {k : ℝ} (hk : 0 < k)
    (b : n → ℝ) : 0 ≤ springLoad D k b ∧ (springLoad D k b = 0 ↔ b = 0) := by
  by_cases hb : b = 0
  · simp [springLoad, hb]
  · have h := hD.inv.dotProduct_mulVec_pos hb
    rw [star_trivial] at h
    have hl : 0 < springLoad D k b := mul_pos hk h
    exact ⟨hl.le, fun h0 => absurd h0 hl.ne', fun h0 => absurd h0 hb⟩
```

The next theorem is the stability criterion: for a stable $D$ and $k>0$, the cut crystal is positive definite exactly when the load is below one. The forward direction compares the signs of the two determinants.

The reverse direction first checks that $D'$ is symmetric, then turns to its energy. Here `y` is the response $D^{-1}b$, `hDy` records $Dy=b$, and `hyx` uses the symmetry of $D$ to get $\langle y,Dx\rangle=\langle b,x\rangle$. The expansion in $t$ is `hexp`, and `h0` is the nonnegative energy at $t=k\langle b,x\rangle$. The final case split is the one made by hand. When $\langle b,x\rangle\ne0$, `hp` states that $k\langle b,x\rangle^2(1-l)$ is positive, and `nlinarith` combines it with `h0`.

```lean
/-- A stable crystal stays stable after the spring is cut exactly when the load is below
one. -/
theorem cutSpring_posDef_iff {D : Matrix n n ℝ} (hD : D.PosDef) {k : ℝ} (hk : 0 < k)
    (b : n → ℝ) : (cutSpring D k b).PosDef ↔ springLoad D k b < 1 := by
  have hu : IsUnit D.det := hD.det_pos.ne'.isUnit
  constructor
  · intro hC
    have h := hC.det_pos
    rw [det_cutSpring hu] at h
    linarith [(mul_pos_iff_of_pos_left hD.det_pos).mp h]
  · intro hl
    have hT : Dᵀ = D := by
      simpa [conjTranspose_eq_transpose_of_trivial] using hD.isHermitian.eq
    refine posDef_iff_dotProduct_mulVec.mpr ⟨?_, fun x hx => ?_⟩
    · refine Matrix.IsHermitian.ext fun i j => ?_
      have hij : D j i = D i j := congrFun (congrFun hT i) j
      rw [star_trivial]
      simp only [cutSpring, Matrix.sub_apply, Matrix.smul_apply, vecMulVec_apply,
        smul_eq_mul, hij]
      ring
    · have hq := hD.dotProduct_mulVec_pos hx
      rw [star_trivial] at hq ⊢
      rw [cutSpring_force, dotProduct_sub, dotProduct_smul, smul_eq_mul, dotProduct_comm x b]
      obtain ⟨y, hy⟩ : ∃ y, y = D⁻¹ *ᵥ b := ⟨_, rfl⟩
      have hDy : D *ᵥ y = b := by
        rw [hy, mulVec_mulVec, mul_nonsing_inv _ hu, one_mulVec]
      have hyx : y ⬝ᵥ D *ᵥ x = b ⬝ᵥ x := by
        have hv : y ᵥ* D = D *ᵥ y := by rw [← vecMul_transpose, hT]
        rw [Matrix.dotProduct_mulVec, hv, hDy]
      rw [springLoad, ← hy] at hl
      -- energy of the displacement relaxed along the response `y = D⁻¹ b`
      have hexp : ∀ t : ℝ, (x - t • y) ⬝ᵥ D *ᵥ (x - t • y)
          = x ⬝ᵥ D *ᵥ x - 2 * t * (b ⬝ᵥ x) + t ^ 2 * (b ⬝ᵥ y) := by
        intro t
        rw [mulVec_sub, mulVec_smul, hDy]
        simp only [sub_dotProduct, dotProduct_sub, smul_dotProduct, dotProduct_smul,
          smul_eq_mul, hyx, dotProduct_comm x b, dotProduct_comm y b]
        ring
      have h0 := hD.posSemidef.dotProduct_mulVec_nonneg (x - (k * (b ⬝ᵥ x)) • y)
      rw [star_trivial, hexp] at h0
      by_cases hs : b ⬝ᵥ x = 0
      · simpa [hs] using hq
      · have hp : 0 < k * (b ⬝ᵥ x) ^ 2 * (1 - k * (b ⬝ᵥ y)) :=
          mul_pos (by positivity) (by linarith)
        nlinarith [h0, hp]
```

## The entropy gain

The main theorem takes a positive definite $D$, a stiffness $k>0$, and a bond vector $b$ for which the cut crystal is also positive definite. It concludes that the load lies in $[0,1)$, that the entropy of the cut crystal minus that of the intact one equals $-\tfrac12\log(1-l)$, and that this difference is nonnegative.

The stability of the cut crystal, `hC`, is an assumption about the material; by the preceding criterion it can be checked from the load, using the intact crystal alone. In the proof, `hS` splits the logarithm of the product, which is allowed because both factors are nonzero. The sign follows from `Real.log_le_sub_one_of_pos`, the inequality $\log z\le z-1$.

```lean
/-- Cutting a spring between two stable crystals: the load lies in `[0, 1)`, and the harmonic
entropy changes by `-(1/2) log (1 - load)`, which is nonnegative. -/
theorem entropy_change_cutSpring {D : Matrix n n ℝ} (hD : D.PosDef) {k : ℝ} (hk : 0 < k)
    {b : n → ℝ} (hC : (cutSpring D k b).PosDef) :
    (0 ≤ springLoad D k b ∧ springLoad D k b < 1) ∧
    harmonicEntropy (cutSpring D k b) - harmonicEntropy D
      = -(1 / 2) * Real.log (1 - springLoad D k b) ∧
    0 ≤ harmonicEntropy (cutSpring D k b) - harmonicEntropy D := by
  have h0 := (springLoad_nonneg hD hk b).1
  have h1 := (cutSpring_posDef_iff hD hk b).mp hC
  have hS : harmonicEntropy (cutSpring D k b) - harmonicEntropy D
      = -(1 / 2) * Real.log (1 - springLoad D k b) := by
    rw [harmonicEntropy, harmonicEntropy, det_cutSpring hD.det_pos.ne'.isUnit,
      Real.log_mul hD.det_pos.ne' (by linarith)]
    ring
  refine ⟨⟨h0, h1⟩, hS, ?_⟩
  rw [hS]
  linarith [Real.log_le_sub_one_of_pos (sub_pos.mpr h1)]
```

The same inequality gives the quantitative lower bound, half the load.

```lean
/-- If the crystal is stable before and after the spring is cut, the entropy gained is at least half
the load. -/
theorem half_load_le_entropy_change {D : Matrix n n ℝ} (hD : D.PosDef) {k : ℝ} (hk : 0 < k)
    {b : n → ℝ} (hC : (cutSpring D k b).PosDef) :
    springLoad D k b / 2 ≤ harmonicEntropy (cutSpring D k b) - harmonicEntropy D := by
  obtain ⟨⟨_, h1⟩, hS, _⟩ := entropy_change_cutSpring hD hk hC
  rw [hS]
  linarith [Real.log_le_sub_one_of_pos (sub_pos.mpr h1)]
```

With this bound the case of equality is short. If the entropy does not change, the load is at most zero; it is also nonnegative, so it vanishes, and `springLoad_nonneg` gives $b=0$. Conversely, a zero bond vector leaves the matrix as it was.

```lean
/-- If the crystal is stable before and after the spring is cut, the harmonic entropy is unchanged
exactly when the bond vector vanishes. -/
theorem entropy_unchanged_iff {D : Matrix n n ℝ} (hD : D.PosDef) {k : ℝ} (hk : 0 < k)
    {b : n → ℝ} (hC : (cutSpring D k b).PosDef) :
    harmonicEntropy (cutSpring D k b) = harmonicEntropy D ↔ b = 0 := by
  constructor
  · intro h
    have hl := half_load_le_entropy_change hD hk hC
    have h0 := springLoad_nonneg hD hk b
    exact h0.2.mp (le_antisymm (by linarith) h0.1)
  · intro hb
    simp [cutSpring, hb]

end

end SpringCutEntropy
```

```lean
#print axioms SpringCutEntropy.cutSpring_response
#print axioms SpringCutEntropy.entropy_change_cutSpring
#print axioms SpringCutEntropy.entropy_unchanged_iff
```

```
'SpringCutEntropy.cutSpring_response' depends on axioms: [propext, Classical.choice, Quot.sound]
'SpringCutEntropy.entropy_change_cutSpring' depends on axioms: [propext, Classical.choice, Quot.sound]
'SpringCutEntropy.entropy_unchanged_iff' depends on axioms: [propext, Classical.choice, Quot.sound]
```

## What the model describes, and a version that starts from the defect

For defect formation free energies, the result gives the vibrational entropy contribution of one broken bond in a finite, classical, harmonic model that keeps the same atoms and the same equilibrium positions. A positive entropy gain lowers the free energy of forming the defect as the temperature rises.

The model is narrower than a real vacancy. A vacancy removes an atom, and with it some coordinates, while the neighbours relax and their remaining force constants change. The spring here is also unstretched at equilibrium: a bond under tension or compression adds transverse terms to the force constants, and removing it would shift the equilibrium positions. Quantum corrections to the vibrational entropy, which matter at low temperature, are absent as well.

The same physics can be modelled from the other end, by taking a stable cut crystal $C$ as given and adding the spring to it, $D=C+k\,bb^T$. The intact crystal is then stable automatically, so only one stability hypothesis is needed. With $m=k\langle b,C^{-1}b\rangle$, the determinant formula reads $\det D=\det C\,(1+m)$, and cutting the spring changes the entropy by $\tfrac12\log(1+m)$. The two descriptions are related by $l=m/(1+m)$, so $m$ may be any nonnegative number while $l$ stays below one. The price is that this description starts from the compliance of the defective crystal, whereas $l$ is computed from the intact one and tells in advance whether the cut crystal will hold.
